# Exact traces of matrix polynomials from coloured probing vectors

What should "more than $d$ hops apart" mean for two sites that no sequence of hops connects? Such sites ought to count as arbitrarily far apart, but Mathlib's natural-number graph distance assigns them the value 0. The condition is therefore put in terms of walks: two sites are more than $d$ hops apart when every walk between them has length greater than $d$. If there is no walk, this holds automatically.

## The claim and its derivation

Let $H$ be a square matrix indexed by a finite set of sites. Its hopping graph joins distinct sites $i$ and $j$ whenever $H_{ij}\neq 0$ or $H_{ji}\neq 0$. Give each site $i$ a colour $\gamma(i)$ from a finite set, and let $1_c$ be the vector with entry 1 on the sites of colour $c$ and 0 elsewhere. The claim is that if distinct sites of equal colour are always more than $d$ hops apart, then

$$\sum_c 1_c^T\, p(H)\, 1_c = \operatorname{tr} p(H)$$

for every polynomial $p$ of degree at most $d$.

**Powers have finite range.** Suppose $(H^k)_{ij}\neq 0$. Then there is a walk from $i$ to $j$ of length at most $k$. For $k=0$ the matrix is the identity, so $i=j$ and the walk of length 0 serves. For the step, write

$$(H^{k+1})_{ij}=\sum_l H_{il}\,(H^k)_{lj}.$$

Some term is nonzero, so $H_{il}\neq0$ and $(H^k)_{lj}\neq0$ for some $l$. By induction there is a walk from $l$ to $j$ of length at most $k$. If $l\neq i$, put the hop from $i$ to $l$ in front of it. If $l=i$, the factor is an on-site element and the walk already starts at $i$. This is why the length is at most $k$, and not exactly $k$.

**Polynomials have finite range.** Write $p(H)=\sum_{k\le d}a_kH^k$. If $i$ and $j$ are more than $d$ hops apart, every $(H^k)_{ij}$ with $k\le d$ vanishes, and so does $p(H)_{ij}$.

**What probing measures.** For any matrix $A$, the term $1_c^TA1_c$ adds up the $A_{ij}$ for which both sites have colour $c$. Summing over $c$ gives

$$\sum_c 1_c^TA1_c=\sum_{\gamma(i)=\gamma(j)}A_{ij}=\operatorname{tr}A+\sum_{\substack{i\neq j\\ \gamma(i)=\gamma(j)}}A_{ij}.$$

For $A=p(H)$ the last sum vanishes term by term, which proves the claim. The same cancellation gives individual diagonal elements:

$$\big(p(H)1_{\gamma(i)}\big)_i=\sum_{j:\,\gamma(j)=\gamma(i)}p(H)_{ij}=p(H)_{ii}.$$

**The converse for nonnegative matrices.** Let $H$ be real and symmetric with nonnegative elements, and suppose two distinct sites $i,j$ of equal colour are joined by a walk of length $m\le d$. The product of matrix elements along the walk is positive and is one of the nonnegative contributions to $(H^m)_{ij}$, so $(H^m)_{ij}>0$. No other off-diagonal element of $H^m$ is negative. The probing sum for $p(x)=x^m$ therefore exceeds the trace, and exactness fails.

With mixed signs, walks can cancel. On a four-site ring with hoppings $1,1,1,-1$, the two paths between opposite corners contribute $1-1=0$ to $H^2$. If there are no on-site elements, $H^2$ is twice the identity, and giving opposite corners the same colour is exact for every polynomial, although they are only two hops apart.

**The open chain.** Number the sites $0,\dots,L-1$, allow only on-site and nearest-neighbour elements, and set $\gamma(i)=i \bmod (d+1)$. Each hop changes the position by one, so a walk from $i$ to $j$ has length at least $|i-j|$. For distinct sites of equal colour, $|i-j|$ is a nonzero multiple of $d+1$, hence greater than $d$. Thus $d+1$ probes suffice, whatever the length of the chain.

For a finite, non-interacting tight-binding Hamiltonian written in an orthonormal basis, the traces of the powers of $H$ are the moments of the density of states, up to normalisation, and $\operatorname{tr} p(H)$ is a linear combination of them. The result concerns polynomials only: it gives no error bound for a function that is merely approximated by one.

## The formal development

The sites form a finite type `n`, the colours a finite type `C`, and the matrix elements lie in a commutative ring `R`, for example the real or the complex numbers.

```lean
import Mathlib

open Matrix Polynomial

namespace ProbingTrace

variable {n C R : Type*} [Fintype n] [DecidableEq n] [Fintype C] [DecidableEq C] [CommRing R]
```

`SimpleGraph.fromRel` symmetrises the relation and removes loops. On-site energies therefore create no edges, and $H$ need not be symmetric.

```lean
/-- The hopping graph of `H`: distinct sites are joined when `H` has a nonzero matrix element
between them, in either direction. -/
def hoppingGraph (H : Matrix n n R) : SimpleGraph n :=
  SimpleGraph.fromRel fun i j => H i j ≠ 0
```

The separation condition quantifies over all walks `w`, as discussed at the start. For $d=0$ every colouring satisfies it, since a walk between distinct sites has at least one hop.

```lean
/-- Distinct sites of the same colour are more than `d` hops apart: every walk between them
in the hopping graph has length greater than `d`. -/
def IsProbingColouring (H : Matrix n n R) (d : ℕ) (colour : n → C) : Prop :=
  ∀ i j, i ≠ j → colour i = colour j → ∀ w : (hoppingGraph H).Walk i j, d < w.length
```

The probes are unnormalised indicator vectors, so the estimate carries no prefactor. They are fixed vectors, and no random average is involved. A colour that no site uses contributes zero.

```lean
/-- The probing vector of colour `c`: one on the sites of that colour, zero elsewhere. -/
def probe (colour : n → C) (c : C) : n → R :=
  fun i => if colour i = c then 1 else 0

/-- The probing estimate of a trace: the sum over colours of `1_cᵀ A 1_c`. -/
def probingSum (colour : n → C) (A : Matrix n n R) : R :=
  ∑ c, probe colour c ⬝ᵥ (A *ᵥ probe colour c)
```

The first theorem is the finite-range property of powers. The induction keeps `i` general because the first hop is split off and the hypothesis is then needed at the intermediate site `l`. The split on `i = l` separates an on-site factor from a genuine hop.

```lean
/-- A nonzero matrix element of `H ^ k` between two sites requires a walk of at most `k` hops
between them. -/
theorem exists_walk_of_pow_ne_zero (H : Matrix n n R) (k : ℕ) (i j : n)
    (h : (H ^ k) i j ≠ 0) : ∃ w : (hoppingGraph H).Walk i j, w.length ≤ k := by
  induction k generalizing i with
  | zero =>
    have hij : i = j := by
      by_contra hij
      exact h (by simp [hij])
    subst hij
    exact ⟨SimpleGraph.Walk.nil, by simp⟩
  | succ k ih =>
    -- some intermediate site `l` contributes to the matrix product
    rw [pow_succ', Matrix.mul_apply] at h
    obtain ⟨l, -, hl⟩ := Finset.exists_ne_zero_of_sum_ne_zero h
    obtain ⟨w, hw⟩ := ih l (right_ne_zero_of_mul hl)
    by_cases hil : i = l
    · subst hil
      exact ⟨w, by omega⟩
    · have hadj : (hoppingGraph H).Adj i l :=
        (SimpleGraph.fromRel_adj _ _ _).2 ⟨hil, Or.inl (left_ne_zero_of_mul hl)⟩
      exact ⟨SimpleGraph.Walk.cons hadj w, by rw [SimpleGraph.Walk.length_cons]; omega⟩
```

In Lean, $p(H)$ is `aeval H p`, with the constant term multiplying the identity matrix, and the degree is `natDegree`. The proof expands $p(H)$ in powers of $H$. A nonzero element of any of these powers would supply a walk of length at most $d$, against `hfar`.

```lean
/-- A polynomial of degree at most `d` in `H` has no matrix element between sites that are
more than `d` hops apart. -/
theorem aeval_apply_eq_zero (H : Matrix n n R) {d : ℕ} {p : R[X]} (hp : p.natDegree ≤ d)
    {i j : n} (hfar : ∀ w : (hoppingGraph H).Walk i j, d < w.length) :
    (aeval H p) i j = 0 := by
  rw [aeval_eq_sum_range, Matrix.sum_apply]
  refine Finset.sum_eq_zero fun k hk => ?_
  have hk' := Finset.mem_range.1 hk
  have hz : (H ^ k) i j = 0 := by
    by_contra hne
    obtain ⟨w, hw⟩ := exists_walk_of_pow_ne_zero H k i j hne
    have := hfar w
    omega
  rw [Matrix.smul_apply, hz, smul_zero]
```

The next identity needs no assumption on the matrix or the colouring. After the sums are exchanged, the sum over colours collapses to the colour of site `i`. The diagonal element is then written as a sum over `j`, so that the two sides can be compared term by term: same site, different sites of equal colour, and different colours.

```lean
/-- For any matrix, the probing estimate is the trace plus the sum of all off-diagonal elements
between sites of equal colour. -/
theorem probingSum_eq_trace_add (colour : n → C) (A : Matrix n n R) :
    probingSum colour A =
      A.trace + ∑ i, ∑ j, if i ≠ j ∧ colour i = colour j then A i j else 0 := by
  simp only [probingSum, probe, Matrix.mulVec, dotProduct, Matrix.trace]
  rw [Finset.sum_comm, ← Finset.sum_add_distrib]
  refine Finset.sum_congr rfl fun i _ => ?_
  -- only the colour of site `i` contributes
  simp only [ite_mul, one_mul, zero_mul, Finset.sum_ite_eq, Finset.mem_univ, if_true]
  have hd : A i i = ∑ j, if i = j then A i j else 0 := by simp
  rw [Matrix.diag_apply, hd, ← Finset.sum_add_distrib]
  refine Finset.sum_congr rfl fun j _ => ?_
  by_cases hij : i = j
  · subst hij
    simp
  · by_cases hc : colour i = colour j
    · simp [hij, hc]
    · simp [hij, hc, Ne.symm hc]
```

The main theorem combines the last two results. Its hypotheses are the separation condition `hcol` and the degree bound `hp`; `hoff` is the vanishing of the same-coloured off-diagonal sum.

```lean
/-- Probing is exact: if distinct sites of equal colour are more than `d` hops apart, the probing
estimate of `p(H)` equals its trace for every polynomial `p` of degree at most `d`. -/
theorem probing_exact (H : Matrix n n R) {d : ℕ} {colour : n → C}
    (hcol : IsProbingColouring H d colour) {p : R[X]} (hp : p.natDegree ≤ d) :
    probingSum colour (aeval H p) = (aeval H p).trace := by
  have hoff : (∑ i, ∑ j, if i ≠ j ∧ colour i = colour j then (aeval H p) i j else 0) = 0 := by
    refine Finset.sum_eq_zero fun i _ => Finset.sum_eq_zero fun j _ => ?_
    split_ifs with h
    · exact aeval_apply_eq_zero H hp (hcol i j h.1 h.2)
    · rfl
  rw [probingSum_eq_trace_add, hoff, add_zero]
```

For a diagonal element, one applies $p(H)$ to the probe of the colour of site `i` and reads off component `i`. In the sum over `j`, a different site of the same colour drops out by finite range, and a site of another colour drops out because the probe is zero there.

```lean
omit [Fintype C] in
/-- If distinct sites of equal colour are more than `d` hops apart and `p` has degree at most `d`,
then applying `p(H)` to the probe of the colour of site `i`
and reading off component `i` gives the diagonal element of `p(H)` at `i`. -/
theorem probing_diagonal (H : Matrix n n R) {d : ℕ} {colour : n → C}
    (hcol : IsProbingColouring H d colour) {p : R[X]} (hp : p.natDegree ≤ d) (i : n) :
    (aeval H p *ᵥ probe colour (colour i)) i = (aeval H p) i i := by
  simp only [Matrix.mulVec, dotProduct, probe]
  rw [Finset.sum_eq_single i]
  · simp
  · intro j _ hji
    by_cases hc : colour j = colour i
    · rw [aeval_apply_eq_zero H hp (hcol i j hji.symm hc.symm), zero_mul]
    · rw [if_neg hc, mul_zero]
  · intro h
    exact absurd (Finset.mem_univ i) h
```

The converse rests on two positivity lemmas for real matrices. The first says that powers of a matrix with nonnegative elements again have nonnegative elements.

```lean
/-- If all elements of a real matrix are nonnegative, so are those of its powers. -/
theorem pow_apply_nonneg {H : Matrix n n ℝ} (h0 : ∀ i j, 0 ≤ H i j) (k : ℕ) (i j : n) :
    0 ≤ (H ^ k) i j := by
  induction k generalizing i with
  | zero =>
    rw [pow_zero, Matrix.one_apply]
    split_ifs <;> norm_num
  | succ k ih =>
    rw [pow_succ', Matrix.mul_apply]
    exact Finset.sum_nonneg fun l _ => mul_nonneg (h0 i l) (ih l)
```

The second follows a walk hop by hop. Symmetry enters because an edge of the hopping graph may come from `H v u` alone, whereas the product needs `H u v`. The hop and the rest of the walk give one strictly positive term in a sum of nonnegative terms.

```lean
/-- For a real symmetric `H` with nonnegative elements, a walk of length `k` between two sites
makes the corresponding element of `H ^ k` strictly positive. -/
theorem pow_length_pos {H : Matrix n n ℝ} (hs : H.IsSymm) (h0 : ∀ i j, 0 ≤ H i j)
    {i j : n} (w : (hoppingGraph H).Walk i j) : 0 < (H ^ w.length) i j := by
  induction w with
  | nil => simp
  | @cons u v t h w ih =>
    have hne : H u v ≠ 0 := by
      rcases ((SimpleGraph.fromRel_adj _ _ _).1 h).2 with h1 | h1
      · exact h1
      · rwa [hs.apply u v] at h1
    rw [SimpleGraph.Walk.length_cons, pow_succ', Matrix.mul_apply]
    exact Finset.sum_pos' (fun l _ => mul_nonneg (h0 u l) (pow_apply_nonneg h0 _ l t))
      ⟨v, Finset.mem_univ v, mul_pos (lt_of_le_of_ne (h0 u v) hne.symm) ih⟩
```

In the equivalence, the forward direction is `probing_exact`. For the reverse, a walk that is too short is tested with the monomial `X ^ w.length`. Exactness would make the off-diagonal sum zero, while `hpos` shows that it is positive.

The nonnegativity hypothesis covers the diagonal too. A Hamiltonian whose hoppings are all real and nonpositive can be brought to this form by an overall sign and a constant shift, which change neither the hopping graph nor the set of polynomials of degree at most $d$ in the matrix.

```lean
/-- For a real symmetric `H` with nonnegative elements, probing is exact for all polynomials of
degree at most `d` if and only if distinct sites of equal colour are more than `d` hops apart. -/
theorem probing_exact_iff {H : Matrix n n ℝ} (hs : H.IsSymm) (h0 : ∀ i j, 0 ≤ H i j)
    (d : ℕ) (colour : n → C) :
    IsProbingColouring H d colour ↔
      ∀ p : ℝ[X], p.natDegree ≤ d → probingSum colour (aeval H p) = (aeval H p).trace := by
  refine ⟨fun hcol p hp => probing_exact H hcol hp, fun hex i j hij hc w => ?_⟩
  by_contra hle
  -- test exactness on the monomial whose degree is the length of the short walk
  have h := hex (X ^ w.length) (by rw [natDegree_X_pow]; exact not_lt.1 hle)
  simp only [map_pow, aeval_X] at h
  rw [probingSum_eq_trace_add] at h
  have hnn : ∀ a b, 0 ≤ if a ≠ b ∧ colour a = colour b then (H ^ w.length) a b else 0 := by
    intro a b
    split_ifs
    · exact pow_apply_nonneg h0 _ a b
    · exact le_rfl
  have hpos : 0 < ∑ a, ∑ b,
      if a ≠ b ∧ colour a = colour b then (H ^ w.length) a b else 0 := by
    refine Finset.sum_pos' (fun a _ => Finset.sum_nonneg fun b _ => hnn a b)
      ⟨i, Finset.mem_univ i, Finset.sum_pos' (fun b _ => hnn i b) ⟨j, Finset.mem_univ j, ?_⟩⟩
    rw [if_pos ⟨hij, hc⟩]
    exact pow_length_pos hs h0 w
  linarith
```

The chain colouring takes values in `Fin (d + 1)`, which supplies the $d+1$ colours.

```lean
/-- The periodic colouring of an open chain: site `i` gets the colour `i mod (d + 1)`. -/
def chainColour (L d : ℕ) (i : Fin L) : Fin (d + 1) :=
  ⟨(i : ℕ) % (d + 1), Nat.mod_lt _ (Nat.succ_pos d)⟩
```

The hypothesis `hH` says that a nonzero element connects positions differing by at most one. A ring of more than two sites, with its closing bond, does not satisfy it. Inside the proof, `hw` bounds the change of position by the length of the walk, and divisibility by `d + 1` gives the lower bound on the separation. The theorem delivers the colouring condition, and `probing_exact` then turns it into the equality of traces.

```lean
/-- On an open chain with at most nearest-neighbour hopping, distinct sites of equal colour
`i mod (d + 1)` are more than `d` hops apart. -/
theorem chain_isProbingColouring {L : ℕ} (d : ℕ) (H : Matrix (Fin L) (Fin L) R)
    (hH : ∀ i j : Fin L, H i j ≠ 0 → (i : ℕ) ≤ j + 1 ∧ (j : ℕ) ≤ i + 1) :
    IsProbingColouring H d (chainColour L d) := by
  intro i j hij hc w
  -- each hop changes the position by at most one
  have hw : ∀ {a b : Fin L} (v : (hoppingGraph H).Walk a b),
      (a : ℕ) ≤ b + v.length ∧ (b : ℕ) ≤ a + v.length := by
    intro a b v
    induction v with
    | nil => simp
    | @cons x y z h v ih =>
      have hxy : (x : ℕ) ≤ y + 1 ∧ (y : ℕ) ≤ x + 1 := by
        rcases ((SimpleGraph.fromRel_adj _ _ _).1 h).2 with h1 | h1
        · exact hH x y h1
        · exact (hH y x h1).symm
      rw [SimpleGraph.Walk.length_cons]
      omega
  have hb := hw w
  have hmod : (i : ℕ) % (d + 1) = (j : ℕ) % (d + 1) := congrArg Fin.val hc
  have hne : (i : ℕ) ≠ j := fun h => hij (Fin.ext h)
  -- equal colours force the distance to be a nonzero multiple of `d + 1`
  rcases lt_or_gt_of_ne hne with hlt | hgt
  · have hdvd : d + 1 ∣ (j : ℕ) - i := (Nat.modEq_iff_dvd' hlt.le).1 hmod
    have := Nat.le_of_dvd (by omega) hdvd
    omega
  · have hdvd : d + 1 ∣ (i : ℕ) - j := (Nat.modEq_iff_dvd' (le_of_lt hgt)).1 hmod.symm
    have := Nat.le_of_dvd (by omega) hdvd
    omega

end ProbingTrace
```

```lean
#print axioms ProbingTrace.probing_exact
-- 'ProbingTrace.probing_exact' depends on axioms: [propext, Classical.choice, Quot.sound]
#print axioms ProbingTrace.probing_diagonal
-- 'ProbingTrace.probing_diagonal' depends on axioms: [propext, Classical.choice, Quot.sound]
#print axioms ProbingTrace.probing_exact_iff
-- 'ProbingTrace.probing_exact_iff' depends on axioms: [propext, Classical.choice, Quot.sound]
#print axioms ProbingTrace.chain_isProbingColouring
-- 'ProbingTrace.chain_isProbingColouring' depends on axioms: [propext, Classical.choice, Quot.sound]
```
